# Normalised response vectors X, Y from a half-size symmetric eigenproblem when A − B = LLᵀ

A linear-response code with real orbitals can compute excitation energies by Cholesky-factorising $A-B=LL^T$, diagonalising a symmetric matrix, and converting each eigenvector $z$ into excitation and de-excitation amplitudes $X$ and $Y$. Transition moments computed from $X$ and $Y$ depend on the scaling in that last conversion.

## The recovery formulas and their normalisation

The amplitudes and the excitation energy $w$ (usually written $\omega$) must satisfy

$$AX+BY=wX,\qquad BX+AY=-wY,\qquad X\cdot X-Y\cdot Y=1.$$

Suppose $L$ is invertible, $w>0$, $z\cdot z=1$ and $Mz=w^2z$, where $M=L^T(A+B)L$. Then a solution is given by

$$X+Y=\frac{Lz}{\sqrt w},\qquad X-Y=\sqrt w\,L^{-T}z.$$

This serves random-phase-approximation and Casida-type calculations in a finite real basis. When $A$ and $B$ come from the second variation of the energy of a stationary real reference state, as in time-dependent Hartree–Fock theory, positive definiteness of $A-B$ and $A+B$ expresses stability of that state against imaginary and real orbital variations, respectively.

## From the sum and difference to the full set

Write $S=X+Y$ and $D=X-Y$. Adding and subtracting the paired equations gives the equivalent system

$$(A+B)S=wD,\qquad (A-B)D=wS.$$

Multiplying $Mz=w^2z$ by $L^{-T}$ gives $(A+B)Lz=w^2L^{-T}z$. Hence

$$(A+B)S=w^{3/2}L^{-T}z=wD,\qquad (A-B)D=\sqrt w\,LL^TL^{-T}z=\sqrt w\,Lz=wS.$$

For two recovered pairs, $(Lz)\cdot(L^{-T}z')=z\cdot z'$, so

$$X\cdot X'-Y\cdot Y'=\tfrac12(S\cdot D'+D\cdot S')=\tfrac12\left(\frac{\sqrt{w'}}{\sqrt w}+\frac{\sqrt w}{\sqrt{w'}}\right)z\cdot z'.$$

For a pair with itself this is $z\cdot z=1$.

Conversely, start from a normalised solution with $w>0$ and set $z=\sqrt w\,L^{-1}S$. Then $Lz=\sqrt w\,S$. The second equation gives $L^TD=wL^{-1}S=\sqrt w\,z$, so $L^{-T}z=D/\sqrt w$, and the formulas return $X$ and $Y$. Also $Mz=\sqrt w\,L^T(A+B)S=w^{3/2}L^TD=w^2z$, and the overlap formula gives $z\cdot z=1$.

If $A,B$ are symmetric and $A+B$ is positive definite, $M$ is symmetric and $z\cdot Mz=(Lz)\cdot(A+B)(Lz)>0$ for $z\ne0$. An orthonormal eigenbasis of $M$ therefore gives as many pairs as the dimension, orthonormal in the indefinite metric.

## A two-by-two case and a zero mode

Take

$$A=\begin{pmatrix}3&0\\0&3/2\end{pmatrix},\quad B=\begin{pmatrix}2&-1\\-1&-1/2\end{pmatrix},\quad L=\begin{pmatrix}1&0\\1&1\end{pmatrix}.$$

Then $M=\mathrm{diag}(4,1)$. For $z=(1,0)$, $w=2$, we get $S=(1,1)/\sqrt2$ and $D=(2,0)/\sqrt2$, so

$$X=\frac{(3,1)}{2\sqrt2},\qquad Y=\frac{(-1,1)}{2\sqrt2},\qquad X\cdot X-Y\cdot Y=\frac{10-2}{8}=1.$$

For the full set, positive semidefiniteness of $A+B$ is not enough. In dimension one, take $A=\tfrac12$, $B=-\tfrac12$, $L=1$. Then $A+B=0$, and $w>0$ forces $X=Y$ and then $X+Y=0$, so no normalised solution exists.

## The Lean file

```lean
import Mathlib

open Matrix

namespace PairedEigenproblem

noncomputable section

variable {n : Type*} [Fintype n] [DecidableEq n]

/-- The paired eigenvalue equations `AX + BY = wX` and `BX + AY = -wY`. -/
def IsPaired (A B : Matrix n n ℝ) (w : ℝ) (X Y : n → ℝ) : Prop :=
  A *ᵥ X + B *ᵥ Y = w • X ∧ B *ᵥ X + A *ᵥ Y = -(w • Y)

/-- The reduced matrix `Lᵀ (A + B) L`. -/
def reduced (A B L : Matrix n n ℝ) : Matrix n n ℝ := Lᵀ * (A + B) * L

/-- The vector `X` recovered from a reduced vector `z`, for `w > 0` and invertible `L`:
half the sum of `L z / √w` and `√w L⁻ᵀ z`. -/
def recX (L : Matrix n n ℝ) (w : ℝ) (z : n → ℝ) : n → ℝ :=
  (1 / 2 : ℝ) • ((1 / √w) • (L *ᵥ z) + √w • ((Lᵀ)⁻¹ *ᵥ z))

/-- The vector `Y` recovered from a reduced vector `z`, for `w > 0` and invertible `L`:
half the difference of `L z / √w` and `√w L⁻ᵀ z`. -/
def recY (L : Matrix n n ℝ) (w : ℝ) (z : n → ℝ) : n → ℝ :=
  (1 / 2 : ℝ) • ((1 / √w) • (L *ᵥ z) - √w • ((Lᵀ)⁻¹ *ᵥ z))

omit [DecidableEq n] in
/-- The paired equations are equivalent to two equations that couple the sum `X + Y`
and the difference `X - Y`. -/
theorem isPaired_iff (A B : Matrix n n ℝ) (w : ℝ) (X Y : n → ℝ) :
    IsPaired A B w X Y ↔
      (A + B) *ᵥ (X + Y) = w • (X - Y) ∧ (A - B) *ᵥ (X - Y) = w • (X + Y) := by
  simp only [IsPaired, Matrix.add_mulVec, Matrix.sub_mulVec, Matrix.mulVec_add,
    Matrix.mulVec_sub]
  constructor
  · rintro ⟨h1, h2⟩
    constructor
    · linear_combination (norm := module) h1 + h2
    · linear_combination (norm := module) h1 - h2
  · rintro ⟨h1, h2⟩
    constructor
    · linear_combination (norm := module) (1 / 2 : ℝ) • h1 + (1 / 2 : ℝ) • h2
    · linear_combination (norm := module) (1 / 2 : ℝ) • h1 - (1 / 2 : ℝ) • h2

/-- For invertible `L`, the vectors `L z` and `L⁻ᵀ z'` have the same scalar product
as `z` and `z'`. -/
theorem dual_dotProduct {L : Matrix n n ℝ} (hL : IsUnit L.det) (z z' : n → ℝ) :
    (L *ᵥ z) ⬝ᵥ ((Lᵀ)⁻¹ *ᵥ z') = z ⬝ᵥ z' := by
  have hLt : IsUnit (Lᵀ).det := by rwa [Matrix.det_transpose]
  rw [dotProduct_comm, Matrix.dotProduct_mulVec, ← Matrix.mulVec_transpose,
    Matrix.mulVec_mulVec, Matrix.mul_nonsing_inv _ hLt, Matrix.one_mulVec, dotProduct_comm]

/-- For invertible `L`, the indefinite overlap `X·X' - Y·Y'` of two recovered pairs is the
overlap `z·z'` times the mean of `√w'/√w` and `√w/√w'`. -/
theorem metric_overlap {L : Matrix n n ℝ} (hL : IsUnit L.det) (w w' : ℝ) (z z' : n → ℝ) :
    recX L w z ⬝ᵥ recX L w' z' - recY L w z ⬝ᵥ recY L w' z' =
      (√w' / √w + √w / √w') / 2 * (z ⬝ᵥ z') := by
  have h1 := dual_dotProduct hL z z'
  have h2 : ((Lᵀ)⁻¹ *ᵥ z) ⬝ᵥ (L *ᵥ z') = z ⬝ᵥ z' := by
    rw [dotProduct_comm, dual_dotProduct hL, dotProduct_comm]
  simp only [recX, recY, smul_dotProduct, dotProduct_smul, add_dotProduct, dotProduct_add,
    sub_dotProduct, dotProduct_sub, smul_eq_mul, h1, h2]
  ring

/-- Let `A - B = L Lᵀ` with `L` invertible, and let `z` be a unit eigenvector of
`Lᵀ (A + B) L` with eigenvalue `w²`, `w > 0`. The recovered `X` and `Y` solve the paired
equations at `w` and satisfy `X·X - Y·Y = 1`. -/
theorem paired_of_reduced {A B L : Matrix n n ℝ} {w : ℝ} {z : n → ℝ}
    (hAB : A - B = L * Lᵀ) (hL : IsUnit L.det) (hw : 0 < w)
    (hz : reduced A B L *ᵥ z = w ^ 2 • z) (hunit : z ⬝ᵥ z = 1) :
    IsPaired A B w (recX L w z) (recY L w z) ∧
      recX L w z ⬝ᵥ recX L w z - recY L w z ⬝ᵥ recY L w z = 1 := by
  have hLt : IsUnit (Lᵀ).det := by rwa [Matrix.det_transpose]
  have hs0 : √w ≠ 0 := (Real.sqrt_pos.mpr hw).ne'
  have hss : √w * √w = w := Real.mul_self_sqrt hw.le
  -- strip the left factor `Lᵀ` from the reduced eigenvalue equation
  have key : (A + B) *ᵥ (L *ᵥ z) = w ^ 2 • ((Lᵀ)⁻¹ *ᵥ z) := by
    rw [← Matrix.mulVec_smul, ← hz, reduced, Matrix.mulVec_mulVec, Matrix.mulVec_mulVec,
      Matrix.mul_assoc Lᵀ, ← Matrix.mul_assoc (Lᵀ)⁻¹ Lᵀ, Matrix.nonsing_inv_mul _ hLt,
      Matrix.one_mul]
  have hadd : recX L w z + recY L w z = (1 / √w) • (L *ᵥ z) := by
    unfold recX recY
    module
  have hsub : recX L w z - recY L w z = √w • ((Lᵀ)⁻¹ *ᵥ z) := by
    unfold recX recY
    module
  refine ⟨?_, ?_⟩
  · rw [isPaired_iff, hadd, hsub]
    constructor
    · have hc : 1 / √w * w ^ 2 = w * √w := by
        rw [div_mul_eq_mul_div, div_eq_iff hs0]
        linear_combination (-w) * hss
      rw [Matrix.mulVec_smul, key, smul_smul, smul_smul, hc]
    · have hc : w * (1 / √w) = √w := by
        rw [mul_one_div, div_eq_iff hs0, hss]
      rw [Matrix.mulVec_smul, hAB, Matrix.mulVec_mulVec, Matrix.mul_assoc,
        Matrix.mul_nonsing_inv _ hLt, Matrix.mul_one, smul_smul, hc]
  · rw [metric_overlap hL, hunit, div_self hs0]
    norm_num

/-- Conversely, let `A - B = L Lᵀ` with `L` invertible. Every paired solution with `w > 0` and
`X·X - Y·Y = 1` is recovered from `z = √w L⁻¹ (X + Y)`, a unit eigenvector of the reduced
matrix with eigenvalue `w²`. -/
theorem reduced_of_paired {A B L : Matrix n n ℝ} {w : ℝ} {X Y z : n → ℝ}
    (hAB : A - B = L * Lᵀ) (hL : IsUnit L.det) (hw : 0 < w)
    (h : IsPaired A B w X Y) (hnorm : X ⬝ᵥ X - Y ⬝ᵥ Y = 1)
    (hzdef : z = √w • (L⁻¹ *ᵥ (X + Y))) :
    reduced A B L *ᵥ z = w ^ 2 • z ∧ z ⬝ᵥ z = 1 ∧ recX L w z = X ∧ recY L w z = Y := by
  have hLt : IsUnit (Lᵀ).det := by rwa [Matrix.det_transpose]
  have hs0 : √w ≠ 0 := (Real.sqrt_pos.mpr hw).ne'
  have hss : √w * √w = w := Real.mul_self_sqrt hw.le
  obtain ⟨h1, h2⟩ := (isPaired_iff A B w X Y).mp h
  have hD : w • (L⁻¹ *ᵥ (X + Y)) = Lᵀ *ᵥ (X - Y) := by
    rw [← Matrix.mulVec_smul, ← h2, hAB, Matrix.mulVec_mulVec, ← Matrix.mul_assoc,
      Matrix.nonsing_inv_mul _ hL, Matrix.one_mul]
  -- the two images of `z` that enter the recovery formulas
  have hz1 : L *ᵥ z = √w • (X + Y) := by
    rw [hzdef, Matrix.mulVec_smul, Matrix.mulVec_mulVec, Matrix.mul_nonsing_inv _ hL,
      Matrix.one_mulVec]
  have hz2 : (Lᵀ)⁻¹ *ᵥ z = (1 / √w) • (X - Y) := by
    have hc : 1 / √w * w = √w := by
      rw [div_mul_eq_mul_div, one_mul, div_eq_iff hs0, hss]
    have hz' : z = (1 / √w) • (Lᵀ *ᵥ (X - Y)) := by
      rw [← hD, smul_smul, hc, hzdef]
    rw [hz', Matrix.mulVec_smul, Matrix.mulVec_mulVec, Matrix.nonsing_inv_mul _ hLt,
      Matrix.one_mulVec]
  have hX : recX L w z = X := by
    rw [recX, hz1, hz2, smul_smul, smul_smul, one_div_mul_cancel hs0,
      mul_one_div_cancel hs0]
    module
  have hY : recY L w z = Y := by
    rw [recY, hz1, hz2, smul_smul, smul_smul, one_div_mul_cancel hs0,
      mul_one_div_cancel hs0]
    module
  refine ⟨?_, ?_, hX, hY⟩
  · rw [reduced, ← Matrix.mulVec_mulVec, ← Matrix.mulVec_mulVec, hz1, Matrix.mulVec_smul,
      h1, Matrix.mulVec_smul, Matrix.mulVec_smul, ← hD, hzdef]
    module
  · have ho := metric_overlap hL w w z z
    rw [hX, hY, hnorm, div_self hs0] at ho
    linarith

/-- Let `A`, `B` be symmetric, `A + B` positive definite and `A - B = L Lᵀ` with `L` invertible.
Then there are as many paired solutions with `w > 0` as the dimension, orthonormal in the
indefinite metric `X·X' - Y·Y'`. -/
theorem exists_orthonormal_pairs {A B L : Matrix n n ℝ} (hA : A.IsSymm) (hB : B.IsSymm)
    (hAB : A - B = L * Lᵀ) (hL : IsUnit L.det)
    (hpos : ∀ x : n → ℝ, x ≠ 0 → 0 < x ⬝ᵥ ((A + B) *ᵥ x)) :
    ∃ (w : n → ℝ) (X Y : n → n → ℝ),
      (∀ i, 0 < w i ∧ IsPaired A B (w i) (X i) (Y i)) ∧
      ∀ i j, X i ⬝ᵥ X j - Y i ⬝ᵥ Y j = if i = j then 1 else 0 := by
  have hM : (reduced A B L).IsHermitian := by
    unfold Matrix.IsHermitian reduced
    rw [Matrix.conjTranspose_eq_transpose_of_trivial]
    simp only [Matrix.transpose_mul, Matrix.transpose_add, Matrix.transpose_transpose,
      hA.eq, hB.eq, Matrix.mul_assoc]
  -- an orthonormal eigenbasis of the reduced matrix
  obtain ⟨e, z, hz, ho⟩ : ∃ (e : n → ℝ) (z : n → n → ℝ),
      (∀ i, reduced A B L *ᵥ z i = e i • z i) ∧
      ∀ i j, z i ⬝ᵥ z j = if i = j then 1 else 0 := by
    refine ⟨hM.eigenvalues, fun i => (hM.eigenvectorBasis i).ofLp,
      fun i => hM.mulVec_eigenvectorBasis i, fun i j => ?_⟩
    have h := orthonormal_iff_ite.mp hM.eigenvectorBasis.orthonormal i j
    rw [EuclideanSpace.inner_eq_star_dotProduct, star_trivial, dotProduct_comm] at h
    exact h
  have he : ∀ i, 0 < e i := by
    intro i
    have hne : L *ᵥ z i ≠ 0 := by
      intro h0
      have h1 := dual_dotProduct hL (z i) (z i)
      rw [h0, zero_dotProduct, ho, if_pos rfl] at h1
      exact zero_ne_one h1
    have hq : z i ⬝ᵥ (reduced A B L *ᵥ z i) = (L *ᵥ z i) ⬝ᵥ ((A + B) *ᵥ (L *ᵥ z i)) := by
      rw [reduced, ← Matrix.mulVec_mulVec, ← Matrix.mulVec_mulVec,
        Matrix.dotProduct_mulVec (z i) Lᵀ, Matrix.vecMul_transpose]
    have hp := hpos _ hne
    rw [← hq, hz, dotProduct_smul, ho, if_pos rfl, smul_eq_mul, mul_one] at hp
    exact hp
  have hw : ∀ i, 0 < √(e i) := fun i => Real.sqrt_pos.mpr (he i)
  refine ⟨fun i => √(e i), fun i => recX L √(e i) (z i), fun i => recY L √(e i) (z i),
    fun i => ⟨hw i, ?_⟩, fun i j => ?_⟩
  · refine (paired_of_reduced hAB hL (hw i) ?_ ?_).1
    · rw [Real.sq_sqrt (he i).le, hz]
    · rw [ho, if_pos rfl]
  · by_cases hij : i = j
    · subst hij
      refine (paired_of_reduced hAB hL (hw i) ?_ ?_).2.trans (if_pos rfl).symm
      · rw [Real.sq_sqrt (he i).le, hz]
      · rw [ho, if_pos rfl]
    · rw [metric_overlap hL, ho, if_neg hij, mul_zero]

/-- An explicit pair of symmetric matrices with nonzero coupling `B`, a triangular factor `L`
and the unit vector `z = (1, 0)` meet the conditions of the reduction with `w = 2`. -/
theorem paired_of_reduced_witness :
    (!![3, 0; 0, 3 / 2] - !![2, -1; -1, -1 / 2] : Matrix (Fin 2) (Fin 2) ℝ) =
        !![1, 0; 1, 1] * (!![1, 0; 1, 1])ᵀ ∧
      IsUnit (!![1, 0; 1, 1] : Matrix (Fin 2) (Fin 2) ℝ).det ∧
      reduced !![3, 0; 0, 3 / 2] !![2, -1; -1, -1 / 2] !![1, 0; 1, 1] *ᵥ ![1, 0] =
        (2 : ℝ) ^ 2 • ![1, 0] ∧
      (![1, 0] : Fin 2 → ℝ) ⬝ᵥ ![1, 0] = 1 := by
  refine ⟨?_, ?_, ?_, ?_⟩
  · ext i j
    fin_cases i <;> fin_cases j <;>
      norm_num [Matrix.mul_apply, Fin.sum_univ_succ]
  · norm_num [Matrix.det_fin_two]
  · ext i
    fin_cases i <;>
      norm_num [reduced, Matrix.mulVec, dotProduct, Matrix.mul_apply, Fin.sum_univ_succ]
  · norm_num [dotProduct, Fin.sum_univ_succ]

end

end PairedEigenproblem
```

```lean
#print axioms PairedEigenproblem.reduced_of_paired
#print axioms PairedEigenproblem.exists_orthonormal_pairs
```

```
'PairedEigenproblem.reduced_of_paired' depends on axioms: [propext, Classical.choice, Quot.sound]
'PairedEigenproblem.exists_orthonormal_pairs' depends on axioms: [propext, Classical.choice, Quot.sound]
```

## What is guaranteed for A, B and L

The index type `n` labels the basis of orbital excitations. `IsPaired` is the pair of response equations, `reduced` is $M$, and `recX` and `recY` are the recovered amplitudes. `⬝ᵥ` is the real dot product, and `IsUnit L.det` says that $L$ is invertible; $L$ need not be triangular.

- `isPaired_iff` passes to sum and difference; `linear_combination` adds and subtracts the equations.
- `dual_dotProduct` moves $L$ across the dot product, and `metric_overlap` expands the overlap.
- `paired_of_reduced` proves the recovery. Its step `key` removes $L^T$ from the eigenvalue equation.
- `reduced_of_paired` proves the converse, with `hz1` and `hz2` giving $Lz$ and $L^{-T}z$.
- `exists_orthonormal_pairs` takes Mathlib's eigenbasis of $M$; `he` shows its eigenvalues positive. Only this theorem assumes $A$ and $B$ symmetric and $A+B$ positive definite.
- `paired_of_reduced_witness` checks the conditions for the two-by-two example entry by entry.

The matrices have real-number entries, so rounding, and its growth when $L$ is ill-conditioned or $w$ is small, needs separate analysis. The step left to the physics is the construction of $A$ and $B$ from a reference state, which decides whether $w$ approximates a molecule's excitation energy.
